# Without free evolution, equal pulse-angle errors leave a second-order rotation after XY4 and a first-order one after four x pulses

A decoupling experiment in EPR or nuclear magnetic resonance applies a train of π pulses to a spin. If the pulse amplitude or duration is slightly miscalibrated, every pulse turns the spin by \(\pi+e\) instead of \(\pi\), with the same small error \(e\). Four such pulses about the x axis accumulate an unwanted rotation of \(4e\). The XY4 cycle alternates the pulse axis between x and y. How much unwanted rotation does it leave?

The answer below is for one spin-half, with ideal rotation axes and no free evolution between the pulses. Decoupling experiments usually do have free evolution between the pulses, and it can change the effect of the angle error, so the result is for this restricted model and not a full account of such an experiment.

## Spins, pulses and the net angle

```lean
import Mathlib

open Filter
open Complex (I I_sq I_mul_I)
open scoped Real Topology

namespace XY4PulseErrors

noncomputable section

/-- Operators on the state space of one spin-half. -/
abbrev SpinOp := Matrix (Fin 2) (Fin 2) ℂ
```

An operator on a spin-half is a \(2\times2\) complex matrix. `Fin 2` is the index set \(\{0,1\}\), so Lean numbers rows and columns from 0.

```lean
/-- The Pauli matrix of the x axis. -/
def sx : SpinOp := !![0, 1; 1, 0]
```

This is \(\sigma_x\). The notation `!![0, 1; 1, 0]` lists the rows, separated by a semicolon.

```lean
/-- The Pauli matrix of the y axis. -/
def sy : SpinOp := !![0, -I; I, 0]
```

This is \(\sigma_y\), with `I` for the imaginary unit.

```lean
/-- The pulse operator `cos (θ/2) - i sin (θ/2) σ` with angle `θ` and axis operator `σ`. -/
def pulse (σ : SpinOp) (θ : ℝ) : SpinOp :=
  (Real.cos (θ / 2) : ℂ) • (1 : SpinOp) - (I * (Real.sin (θ / 2) : ℂ)) • σ
```

A pulse of angle \(\theta\) with axis operator \(\sigma\) is

\[
P_\sigma(\theta)=\cos\tfrac{\theta}{2}\,1-i\sin\tfrac{\theta}{2}\,\sigma .
\]

The symbol `•` multiplies a matrix by a number, and `(… : ℂ)` regards a real number as a complex one.

```lean
/-- A nominal pi pulse about x with angle error `e`. -/
def pulseX (e : ℝ) : SpinOp := pulse sx (π + e)
```

This defines \(X=P_{\sigma_x}(\pi+e)\). The type `ℝ` of `e` allows errors of either sign and any size.

```lean
/-- A nominal pi pulse about y with angle error `e`. -/
def pulseY (e : ℝ) : SpinOp := pulse sy (π + e)
```

Likewise \(Y=P_{\sigma_y}(\pi+e)\), with the same \(e\) whenever the two occur together.

```lean
/-- The XY4 cycle without free evolution between the pulses. -/
def xy4 (e : ℝ) : SpinOp := pulseX e * pulseY e * pulseX e * pulseY e
```

The cycle is the operator product \(XYXY\). Its rightmost factor acts first, so in time it begins with a y pulse. Beginning with x gives \(YXYX\), which has the same trace and hence the same net angle.

```lean
/-- The net rotation angle, between 0 and pi, of a unitary spin-half operator `U`,
irrespective of its global phase. -/
def rotationAngle (U : SpinOp) : ℝ := 2 * Real.arccos ‖U.trace / 2‖
```

A rotation by \(\varphi\) has half-trace \(\cos(\varphi/2)\), up to a global phase. The definition therefore takes

\[
\varphi(U)=2\arccos\left|\tfrac12\operatorname{Tr}U\right| ,
\]

which lies between 0 and \(\pi\). The modulus, written `‖ ‖`, removes the phase, including the spinor sign that separates \(U\) from \(-U\). Lean accepts any matrix here; the reading as an angle belongs to unitary ones, such as the pulses above and their products.

## Pulses as solutions of the Schrödinger equation

```lean
/-- If `σ² = 1`, the pulse obeys the Schrödinger equation `dU/dθ = -(i/2) σ U`,
entry by entry. -/
theorem pulse_schrodinger {σ : SpinOp} (h : σ * σ = 1) (θ : ℝ) (i j : Fin 2) :
    HasDerivAt (fun t => pulse σ t i j) ((-(I / 2) • (σ * pulse σ θ)) i j) θ := by
  have hc := ((hasDerivAt_id' θ).div_const 2).cos.ofReal_comp
  have hs := ((hasDerivAt_id' θ).div_const 2).sin.ofReal_comp
  have e1 : σ * pulse σ θ =
      (Real.cos (θ / 2) : ℂ) • σ - (I * (Real.sin (θ / 2) : ℂ)) • (1 : SpinOp) := by
    simp only [pulse, mul_sub, mul_smul_comm, mul_one, h]
  have hd := (hc.mul_const ((1 : SpinOp) i j)).fun_sub ((hs.const_mul I).mul_const (σ i j))
  rw [e1]
  simp only [pulse, Matrix.sub_apply, Matrix.smul_apply, smul_eq_mul]
  refine hd.congr_deriv ?_
  simp only [Complex.ofReal_mul, Complex.ofReal_neg, Complex.ofReal_div, Complex.ofReal_one,
    Complex.ofReal_ofNat]
  linear_combination (-(1 / 2) * (Real.sin (θ / 2) : ℂ) * (1 : SpinOp) i j) * I_sq
```

The statement says that if \(\sigma^2=1\), then \(dP_\sigma/d\theta=-\tfrac{i}{2}\sigma P_\sigma\), for each matrix entry \(i,j\). This is resonant driving in the rotating frame, with any counter-rotating part of the drive neglected and the accumulated angle in place of time. The x and y axes of the pulses are fixed in that frame. Both Pauli matrices satisfy the hypothesis `h`. By hand, the two sides are

\[
\frac{dP_\sigma}{d\theta}=-\tfrac12\sin\tfrac\theta2\,1-\tfrac i2\cos\tfrac\theta2\,\sigma,
\qquad
-\tfrac i2\sigma P_\sigma=-\tfrac i2\cos\tfrac\theta2\,\sigma-\tfrac12\sin\tfrac\theta2\,\sigma^2 ,
\]

and they agree because \(\sigma^2=1\). In the proof, `hc` and `hs` differentiate the cosine and sine, `e1` expands \(\sigma P_\sigma\), and `linear_combination` closes the remaining algebra with \(i^2=-1\).

```lean
/-- Successive pulses about the same axis, with `σ² = 1`, add their angles. -/
theorem pulse_mul {σ : SpinOp} (h : σ * σ = 1) (a b : ℝ) :
    pulse σ a * pulse σ b = pulse σ (a + b) := by
  unfold pulse
  rw [add_div, Real.cos_add, Real.sin_add]
  simp only [Complex.ofReal_add, Complex.ofReal_sub, Complex.ofReal_mul, sub_mul, mul_sub,
    smul_mul_assoc, mul_smul_comm, one_mul, mul_one, h]
  linear_combination (norm := module)
    I_mul_I • (((Real.sin (a / 2) : ℂ) * (Real.sin (b / 2) : ℂ)) • (1 : SpinOp))
```

Pulses about one axis add their angles. Multiplying out and using \(\sigma^2=1\),

\[
P_\sigma(a)P_\sigma(b)=\left(\cos\tfrac a2\cos\tfrac b2-\sin\tfrac a2\sin\tfrac b2\right)1
-i\left(\sin\tfrac a2\cos\tfrac b2+\cos\tfrac a2\sin\tfrac b2\right)\sigma ,
\]

which is \(P_\sigma(a+b)\) by the addition formulas. The proof rewrites with the same formulas and then compares the two matrix expressions.

## The product XY

Write \(s=\sin(e/2)\) and \(c=\cos(e/2)\).

```lean
lemma pulseX_eq (e : ℝ) : pulseX e =
    !![-(Real.sin (e / 2) : ℂ), -(I * (Real.cos (e / 2) : ℂ));
       -(I * (Real.cos (e / 2) : ℂ)), -(Real.sin (e / 2) : ℂ)] := by
  rw [pulseX, pulse, show (π + e) / 2 = e / 2 + π / 2 by ring,
    Real.cos_add_pi_div_two, Real.sin_add_pi_div_two]
  generalize Real.sin (e / 2) = s
  generalize Real.cos (e / 2) = c
  ext i j
  fin_cases i <;> fin_cases j <;> simp [sx]
```

Since \(\cos(\pi/2+e/2)=-s\) and \(\sin(\pi/2+e/2)=c\), the x pulse is

\[
X=\begin{pmatrix}-s&-ic\\-ic&-s\end{pmatrix}.
\]

The two `generalize` lines replace the sine and cosine by letters. Then `ext` and `fin_cases` reduce the matrix equation to its four entries.

```lean
lemma pulseY_eq (e : ℝ) : pulseY e =
    !![-(Real.sin (e / 2) : ℂ), -(Real.cos (e / 2) : ℂ);
       (Real.cos (e / 2) : ℂ), -(Real.sin (e / 2) : ℂ)] := by
  rw [pulseY, pulse, show (π + e) / 2 = e / 2 + π / 2 by ring,
    Real.cos_add_pi_div_two, Real.sin_add_pi_div_two]
  generalize Real.sin (e / 2) = s
  generalize Real.cos (e / 2) = c
  ext i j
  fin_cases i <;> fin_cases j <;> simp [sy, mul_right_comm I (c : ℂ) I]
```

In the same way,

\[
Y=\begin{pmatrix}-s&-c\\c&-s\end{pmatrix}.
\]

```lean
lemma trace_XY (e : ℝ) :
    (pulseX e * pulseY e).trace = 2 * (Real.sin (e / 2) : ℂ) ^ 2 := by
  rw [pulseX_eq, pulseY_eq, Matrix.mul_fin_two, Matrix.trace_fin_two_of]
  ring
```

The diagonal entries of \(XY\) are \(s^2-ic^2\) and \(s^2+ic^2\), so \(\operatorname{Tr}(XY)=2s^2\). This is already quadratic in the error.

```lean
lemma det_XY (e : ℝ) : (pulseX e * pulseY e).det = 1 := by
  have h : (Real.sin (e / 2) : ℂ) ^ 2 + (Real.cos (e / 2) : ℂ) ^ 2 = 1 := by
    exact_mod_cast Real.sin_sq_add_cos_sq (e / 2)
  have hX : (pulseX e).det = 1 := by
    rw [pulseX_eq, Matrix.det_fin_two_of]
    linear_combination h - (Real.cos (e / 2) : ℂ) ^ 2 * I_sq
  have hY : (pulseY e).det = 1 := by
    rw [pulseY_eq, Matrix.det_fin_two_of]
    linear_combination h
  rw [Matrix.det_mul, hX, hY, one_mul]
```

Here \(\det X=s^2-(ic)^2=s^2+c^2=1\) and \(\det Y=s^2+c^2=1\), so \(\det(XY)=1\). The proof computes `hX` and `hY` separately and multiplies them.

## The cycle and its trace

```lean
/-- The XY4 cycle equals `-1` plus the product `XY` weighted by `2 sin² (e/2)`. -/
theorem xy4_eq (e : ℝ) :
    xy4 e = (2 * (Real.sin (e / 2) : ℂ) ^ 2) • (pulseX e * pulseY e) - 1 := by
  -- Cayley-Hamilton for two-by-two matrices
  have ch : ∀ U : SpinOp, U * U = U.trace • U - U.det • (1 : SpinOp) := by
    intro U
    ext i j
    fin_cases i <;> fin_cases j <;>
      simp [Matrix.mul_apply, Fin.sum_univ_two, Matrix.trace_fin_two, Matrix.det_fin_two] <;>
      ring
  have h : xy4 e = (pulseX e * pulseY e) * (pulseX e * pulseY e) := by
    simp only [xy4, mul_assoc]
  rw [h, ch, trace_XY, det_XY, one_smul]
```

Every \(2\times2\) matrix satisfies the Cayley–Hamilton identity \(U^2=(\operatorname{Tr}U)\,U-(\det U)\,1\). With \(U=XY\) it becomes

\[
XYXY=2\sin^2\tfrac e2\;XY-1 .
\]

This holds for every real \(e\), without expansion. At \(e=0\) the cycle is \(-1\), which is no rotation at all up to the spinor sign, and the departure from it carries a factor quadratic in \(e\). In the proof, `ch` establishes the identity entry by entry, `h` regroups the four pulses as a square, and the last line inserts the trace and determinant.

```lean
/-- Half the trace of the XY4 cycle is `-1 + 2 sin⁴ (e/2)`. -/
theorem half_trace_xy4 (e : ℝ) :
    (xy4 e).trace / 2 = ((-1 + 2 * Real.sin (e / 2) ^ 4 : ℝ) : ℂ) := by
  rw [xy4_eq, Matrix.trace_sub, Matrix.trace_smul, trace_XY, Matrix.trace_one,
    Fintype.card_fin, smul_eq_mul]
  push_cast
  ring
```

Taking half the trace, with \(\operatorname{Tr}1=2\),

\[
\tfrac12\operatorname{Tr}(XYXY)=\tfrac12\left(2s^2\cdot2s^2-2\right)=-1+2\sin^4\tfrac e2 .
\]

The right-hand side in Lean is a real number regarded as complex, so the statement also says that the trace is real.

```lean
/-- Half the trace of four equal x pulses is `cos 2e`. -/
theorem half_trace_x4 (e : ℝ) :
    (pulseX e ^ 4).trace / 2 = (Real.cos (2 * e) : ℂ) := by
  have hx : sx * sx = 1 := by
    rw [sx, Matrix.mul_fin_two, Matrix.one_fin_two]
    simp
  have ht : sx.trace = 0 := by simp [sx, Matrix.trace_fin_two]
  have h4 : pulseX e ^ 4 = (pulseX e * pulseX e) * (pulseX e * pulseX e) := by noncomm_ring
  have hc : Real.cos ((π + e + (π + e) + (π + e + (π + e))) / 2) = Real.cos (2 * e) := by
    rw [show (π + e + (π + e) + (π + e + (π + e))) / 2 = 2 * e + 2 * π by ring,
      Real.cos_add_two_pi]
  rw [h4, pulseX, pulse_mul hx, pulse_mul hx, pulse, hc, Matrix.trace_sub,
    Matrix.trace_smul, Matrix.trace_smul, ht, Matrix.trace_one]
  simp
```

For four x pulses the angles add to \(4\pi+4e\). Because \(\sigma_x\) has trace zero,

\[
\tfrac12\operatorname{Tr}(X^4)=\cos(2\pi+2e)=\cos2e .
\]

The proof checks \(\sigma_x^2=1\) in `hx` and the zero trace in `ht`, applies `pulse_mul` to each pair and then to the pairs together, and removes the \(2\pi\) in `hc`.

## Net angles for finite errors

```lean
/-- For `|e| ≤ π/4`, four equal x pulses leave the net rotation angle `4|e|`. -/
theorem angle_x4 {e : ℝ} (he : |e| ≤ π / 4) : rotationAngle (pulseX e ^ 4) = 4 * |e| := by
  have h0 := abs_nonneg e
  have hp := Real.pi_pos
  have hc : Real.cos (2 * e) = Real.cos (2 * |e|) := by
    rw [← Real.cos_abs (2 * e), abs_mul, abs_two]
  have hn : 0 ≤ Real.cos (2 * |e|) :=
    Real.cos_nonneg_of_neg_pi_div_two_le_of_le (by linarith) (by linarith)
  rw [rotationAngle, half_trace_x4, Complex.norm_real, Real.norm_eq_abs, hc,
    abs_of_nonneg hn, Real.arccos_cos (by linarith) (by linarith)]
  ring
```

For \(|e|\le\pi/4\), \(\cos2e=\cos2|e|\) is nonnegative and \(2|e|\) lies in the range of the arccosine. Hence

\[
\varphi(X^4)=2\arccos(\cos2|e|)=4|e| .
\]

The bound `he` is where this formula ends: for larger \(|e|\) the value \(4|e|\) exceeds \(\pi\), which the net angle never does. The facts `hc` and `hn` supply the symmetry and the sign.

```lean
/-- For `|e| ≤ π/2`, the XY4 cycle leaves the net rotation angle `4 arcsin (sin² (e/2))`. -/
theorem angle_xy4 {e : ℝ} (he : |e| ≤ π / 2) :
    rotationAngle (xy4 e) = 4 * Real.arcsin (Real.sin (e / 2) ^ 2) := by
  have hcos : 0 ≤ Real.cos e :=
    Real.cos_nonneg_of_neg_pi_div_two_le_of_le (abs_le.1 he).1 (abs_le.1 he).2
  have h2 : Real.cos e = 2 * Real.cos (e / 2) ^ 2 - 1 := by
    rw [← Real.cos_two_mul, show 2 * (e / 2) = e by ring]
  have h1 := Real.sin_sq_add_cos_sq (e / 2)
  have hs0 : 0 ≤ Real.sin (e / 2) ^ 2 := sq_nonneg _
  have hs1 : Real.sin (e / 2) ^ 2 ≤ 1 / 2 := by linarith
  have hneg : -1 + 2 * Real.sin (e / 2) ^ 4 ≤ 0 := by nlinarith
  -- the double-angle formula turns the trace into an arcsine
  have hd : -(-1 + 2 * Real.sin (e / 2) ^ 4) =
      Real.cos (2 * Real.arcsin (Real.sin (e / 2) ^ 2)) := by
    have hsin := Real.sin_arcsin (x := Real.sin (e / 2) ^ 2) (by linarith) (by linarith)
    rw [Real.cos_two_mul, Real.cos_sq', hsin]
    ring
  have ha0 := Real.arcsin_nonneg.2 hs0
  have ha1 := Real.arcsin_le_pi_div_two (Real.sin (e / 2) ^ 2)
  rw [rotationAngle, half_trace_xy4, Complex.norm_real, Real.norm_eq_abs,
    abs_of_nonpos hneg, hd, Real.arccos_cos (by linarith) (by linarith)]
  ring
```

For \(|e|\le\pi/2\), \(\cos e\ge0\) gives \(s^2\le\tfrac12\), so the half-trace \(-1+2s^4\) is negative and its modulus is \(1-2s^4\). Put \(\alpha=\arcsin(s^2)\). Then

\[
1-2s^4=1-2\sin^2\alpha=\cos2\alpha,
\qquad
\varphi(XYXY)=2\arccos(\cos2\alpha)=4\arcsin\left(\sin^2\tfrac e2\right).
\]

In the code, `hs1` is the bound on \(s^2\), `hneg` the sign of the half-trace, and `hd` the double-angle step. The facts `ha0` and `ha1` place \(2\alpha\) between 0 and \(\pi\), where the arccosine undoes the cosine.

## First order against second order

```lean
/-- As the pulse error `e` tends to zero, the net rotation angle of XY4 divided by `e²` tends
to 1, and that of four equal x pulses divided by `|e|` tends to 4. -/
theorem error_order :
    Tendsto (fun e => rotationAngle (xy4 e) / e ^ 2) (𝓝[≠] 0) (𝓝 1) ∧
    Tendsto (fun e => rotationAngle (pulseX e ^ 4) / |e|) (𝓝[≠] 0) (𝓝 4) := by
  have hsmall : ∀ᶠ e in 𝓝[≠] (0 : ℝ), |e| < π / 4 := by
    have h : Tendsto (fun e : ℝ => |e|) (𝓝 0) (𝓝 0) := by
      simpa using continuous_abs.tendsto (0 : ℝ)
    exact (h.eventually_lt_const (by positivity)).filter_mono nhdsWithin_le_nhds
  have hne : ∀ᶠ e in 𝓝[≠] (0 : ℝ), e ≠ 0 := self_mem_nhdsWithin
  constructor
  · -- slopes of arcsin and of sin (e/2) at zero
    have h1 : Tendsto (fun u => Real.arcsin u / u) (𝓝[≠] 0) (𝓝 1) := by
      have h := hasDerivAt_iff_tendsto_slope.1
        (Real.hasDerivAt_arcsin (x := 0) (by norm_num) (by norm_num))
      simpa [slope_fun_def_field] using h
    have hd : HasDerivAt (fun e : ℝ => Real.sin (e / 2)) (1 / 2) 0 := by
      simpa using ((hasDerivAt_id' (0 : ℝ)).div_const 2).sin
    have h2 : Tendsto (fun e : ℝ => Real.sin (e / 2) / e) (𝓝[≠] 0) (𝓝 (1 / 2)) := by
      simpa [slope_fun_def_field] using hasDerivAt_iff_tendsto_slope.1 hd
    have hs : ∀ᶠ e in 𝓝[≠] (0 : ℝ), Real.sin (e / 2) ≠ 0 := by
      filter_upwards [h2.eventually_ne (by norm_num : (1 / 2 : ℝ) ≠ 0)] with e he h0
      exact he (by rw [h0, zero_div])
    have hu : Tendsto (fun e : ℝ => Real.sin (e / 2) ^ 2) (𝓝[≠] 0) (𝓝[≠] 0) := by
      refine tendsto_nhdsWithin_iff.2 ⟨?_, hs.mono fun e he => pow_ne_zero 2 he⟩
      have h := (hd.continuousAt.tendsto.pow 2).mono_left
        (nhdsWithin_le_nhds (s := {(0 : ℝ)}ᶜ))
      simpa using h
    have key : ∀ A s e : ℝ, s ≠ 0 → e ≠ 0 →
        4 * (A / s ^ 2 * (s / e) ^ 2) = 4 * A / e ^ 2 := by
      intro A s e h h'
      field_simp
    have hlim := ((h1.comp hu).mul (h2.pow 2)).const_mul 4
    rw [show (4 : ℝ) * (1 * (1 / 2) ^ 2) = 1 by norm_num] at hlim
    refine hlim.congr' ?_
    filter_upwards [hsmall, hne, hs] with e he h0 hs0
    rw [angle_xy4 (by linarith [Real.pi_pos])]
    exact key _ _ _ hs0 h0
  · refine tendsto_const_nhds.congr' ?_
    filter_upwards [hsmall, hne] with e he h0
    rw [angle_x4 he.le, mul_div_assoc, div_self (abs_ne_zero.2 h0), mul_one]

end

end XY4PulseErrors
```

The theorem joins two limits with `∧`, which means "and":

\[
\lim_{e\to0}\frac{\varphi(XYXY)}{e^2}=1,
\qquad
\lim_{e\to0}\frac{\varphi(X^4)}{|e|}=4 .
\]

`Tendsto` expresses a limit, and `𝓝[≠] 0` means that \(e\) approaches zero without being zero. To leading order, then, XY4 leaves the angle \(e^2\), and four x pulses leave \(4|e|\).

For the first limit, split the quotient as

\[
\frac{4\arcsin(s^2)}{e^2}=4\cdot\frac{\arcsin(s^2)}{s^2}\cdot\left(\frac se\right)^2
\longrightarrow4\cdot1\cdot\tfrac14=1 .
\]

The two factors are difference quotients at zero. The arcsine has slope 1 there (`h1`), and \(\sin(e/2)\) has slope \(\tfrac12\) (`h2`). The fact `hs` shows that \(s\ne0\) for small nonzero \(e\), `hu` lets \(s^2\) take the place of the variable in `h1`, and `key` is the algebraic splitting. For the second limit, the quotient equals 4 for all small nonzero \(e\).

Both limits concern a constant angle error common to all four pulses. Errors that vary from pulse to pulse, tilted or non-orthogonal axes, resonance offsets and the evolution between pulses would each need a larger model.

```lean
#print axioms XY4PulseErrors.pulse_schrodinger
#print axioms XY4PulseErrors.error_order
```

```
'XY4PulseErrors.pulse_schrodinger' depends on axioms: [propext, Classical.choice, Quot.sound]
'XY4PulseErrors.error_order' depends on axioms: [propext, Classical.choice, Quot.sound]
```
